# Neutral 2 × 2 Blocks Give a Convergent Coulomb Sum over One Quadrant of a Square Ionic Lattice

Q: My script computes the electrostatic potential at an ion in a flat square layer of alternating charges. By symmetry it sums one open quadrant, grows a rectangle with an even number of ions on each side, and stops when the digits settle. The single-ion terms fall off only as $1/r$. What entitles me to stop?

A: Group the ions into 2 × 2 neutral blocks. Each block contributes a positive amount bounded by a constant over the cube of its distance, and such terms are summable in two dimensions. For fixed point charges in one quadrant of a planar lattice, this proves that your rectangle sums converge when both sides grow without limit, whatever their relative rates. It doesn't prove that settled digits are correct digits; for that you must estimate the part left out.

Q: Then start with the model. What counts as a potential and what counts as a block?

A: The potential at the origin of a unit charge at $(x,y)$ is
$$f(x,y)=\frac{1}{\sqrt{x^2+y^2}}.$$
In Lean this is `pot`, with real arguments. The Coulomb constant and the unit of charge are set to 1, and on the lattice so is the nearest-neighbour distance. For ions of charge $\pm q$ at spacing $d$ you multiply by $q/(4\pi\varepsilon_0 d)$.

```lean
import Mathlib

open Filter Topology Finset

namespace NeutralPlaquettes

noncomputable section

/-- Coulomb potential at the origin of a unit charge at the point `(x, y)` of the plane,
for `(x, y) ≠ (0, 0)`. -/
def pot (x y : ℝ) : ℝ := 1 / √(x ^ 2 + y ^ 2)
```

A block has sides $a,b$ and corner $(x,y)$, and its corner charges are $+1,-1,-1,+1$. Its potential is
$$D=f(x,y)-f(x+a,y)-f(x,y+b)+f(x+a,y+b),$$
which is `plaquette a b x y`.

```lean
/-- Potential at the origin of a neutral rectangular block with sides `a`, `b` and corner `(x, y)`,
whose corners carry the charges `+1, -1, -1, +1`; no corner may lie at the origin. -/
def plaquette (a b x y : ℝ) : ℝ :=
  pot x y - pot (x + a) y - pot x (y + b) + pot (x + a) (y + b)
```

Q: A neutral block could still have a dipole moment. Where does the inverse cube come from?

A: The charge pattern cancels the dipole too, and $D$ is a second difference, once in $x$ and once in $y$. So we need derivatives of $f$. Writing $f=(x^2+y^2)^{-1/2}$,
$$\frac{\partial f}{\partial x}=-\tfrac12\cdot 2x\,(x^2+y^2)^{-3/2}=-x f^3.$$
The $y$ derivative follows by exchanging the coordinates, so Lean records that symmetry and one derivative.

```lean
/-- The potential is unchanged when the two coordinates of the charge are exchanged. -/
theorem pot_comm (x y : ℝ) : pot x y = pot y x := by
  unfold pot
  rw [add_comm]

/-- For `x > 0`, the potential of a charge at `(x, y)` changes with `x` at the rate `-x / r ^ 3`,
where `r` is the distance of the charge from the origin. -/
theorem hasDerivAt_pot {x : ℝ} (y : ℝ) (hx : 0 < x) :
    HasDerivAt (fun t => pot t y) (-(x * pot x y ^ 3)) x := by
  have hr : 0 < x ^ 2 + y ^ 2 := by positivity
  have hs : √(x ^ 2 + y ^ 2) ≠ 0 := (Real.sqrt_pos.2 hr).ne'
  have h1 : HasDerivAt (fun t : ℝ => t ^ 2 + y ^ 2) (2 * x) x := by
    simpa using (hasDerivAt_pow 2 x).add_const (y ^ 2)
  have h2 := (h1.sqrt hr.ne').inv hs
  simp only [pot, one_div]
  refine HasDerivAt.congr_deriv h2 ?_
  field_simp
```

Q: A Taylor expansion would now give me the leading term, but only far away. Does the bound hold for the nearest block?

A: Yes, because the mean value theorem replaces the expansion. Take $a,b,x,y>0$ and let $F(t)=f(t,y+b)-f(t,y)$. Then $D=F(x+a)-F(x)$, so for some $\xi$ strictly between $x$ and $x+a$,
$$D=aF'(\xi)=a\xi\left[f(\xi,y)^3-f(\xi,y+b)^3\right].$$
Next let $G(t)=f(\xi,t)^3$, whose derivative is $3f^2\cdot(-t f^3)=-3t f(\xi,t)^5$. For some $\eta$ strictly between $y$ and $y+b$, the bracket equals $3b\eta f(\xi,\eta)^5$. Hence
$$D=ab\,\frac{3\xi\eta}{\rho^5},\qquad \rho=\sqrt{\xi^2+\eta^2}.$$
This is an equality at an unspecified interior point, with no remainder term.

In the proof, `hF` and `hG` are the two derivatives, and each call to `exists_hasDerivAt_eq_slope` is one use of the mean value theorem. The final `linear_combination` substitutes the second result into the first.

```lean
/-- The potential of a neutral block in the open first quadrant equals its area times
`3 ξ η / ρ ^ 5` at some interior point `(ξ, η)` at distance `ρ` from the origin. -/
theorem plaquette_mean_value {a b x y : ℝ} (ha : 0 < a) (hb : 0 < b) (hx : 0 < x) (hy : 0 < y) :
    ∃ ξ ∈ Set.Ioo x (x + a), ∃ η ∈ Set.Ioo y (y + b),
      plaquette a b x y = a * b * (3 * ξ * η * pot ξ η ^ 5) := by
  -- mean value theorem in the first coordinate
  have hF : ∀ t : ℝ, 0 < t → HasDerivAt (fun t => pot t (y + b) - pot t y)
      (-(t * pot t (y + b) ^ 3) - -(t * pot t y ^ 3)) t :=
    fun t ht => (hasDerivAt_pot (y + b) ht).fun_sub (hasDerivAt_pot y ht)
  obtain ⟨ξ, hξ, h1⟩ := exists_hasDerivAt_eq_slope (fun t => pot t (y + b) - pot t y)
    (fun t => -(t * pot t (y + b) ^ 3) - -(t * pot t y ^ 3)) (show x < x + a by linarith)
    (fun t ht => (hF t (hx.trans_le ht.1)).continuousAt.continuousWithinAt)
    (fun t ht => hF t (hx.trans ht.1))
  -- mean value theorem in the second coordinate
  have hG : ∀ t : ℝ, 0 < t → HasDerivAt (fun t => pot t ξ ^ 3) (-(3 * t * pot t ξ ^ 5)) t := by
    intro t ht
    refine HasDerivAt.congr_deriv ((hasDerivAt_pot ξ ht).fun_pow 3) ?_
    simp only [Nat.reduceSub, Nat.cast_ofNat]
    ring
  obtain ⟨η, hη, h2⟩ := exists_hasDerivAt_eq_slope (fun t => pot t ξ ^ 3)
    (fun t => -(3 * t * pot t ξ ^ 5)) (show y < y + b by linarith)
    (fun t ht => (hG t (hy.trans_le ht.1)).continuousAt.continuousWithinAt)
    (fun t ht => hG t (hy.trans ht.1))
  refine ⟨ξ, hξ, η, hη, ?_⟩
  simp only [add_sub_cancel_left] at h1 h2
  rw [eq_div_iff ha.ne'] at h1
  rw [eq_div_iff hb.ne', pot_comm η ξ, pot_comm (y + b) ξ, pot_comm y ξ] at h2
  unfold plaquette
  linear_combination (-1) * h1 + a * ξ * h2
```

Q: If you don't know where $(\xi,\eta)$ is, how do you get a usable bound?

A: Two inequalities remove it. Since $2\xi\eta\le\xi^2+\eta^2=\rho^2$,
$$\frac{3\xi\eta}{\rho^5}\le\frac{3}{2\rho^3}.$$
The interior point is farther from the origin than the corner $(x,y)$, so $1/\rho^3<f(x,y)^3$. All factors are positive, and therefore
$$0<D<\tfrac32\,ab\,f(x,y)^3.$$
In Lean, `hgap` writes the first inequality as an identity whose remainder is a multiple of $(\xi-\eta)^2$, and `hlt` compares the two distances.

```lean
/-- A neutral block in the open first quadrant has a positive potential at the origin, smaller than
`3 / 2` times its area over the cube of the distance to its nearest corner. -/
theorem plaquette_bounds {a b x y : ℝ} (ha : 0 < a) (hb : 0 < b) (hx : 0 < x) (hy : 0 < y) :
    0 < plaquette a b x y ∧ plaquette a b x y < 3 / 2 * (a * b) * pot x y ^ 3 := by
  obtain ⟨ξ, hξ, η, hη, h⟩ := plaquette_mean_value ha hb hx hy
  have hξ0 : 0 < ξ := hx.trans hξ.1
  have hη0 : 0 < η := hy.trans hη.1
  have hr : 0 < ξ ^ 2 + η ^ 2 := by positivity
  have hp : 0 < pot ξ η := one_div_pos.2 (Real.sqrt_pos.2 hr)
  have hunit : pot ξ η ^ 2 * (ξ ^ 2 + η ^ 2) = 1 := by
    unfold pot
    rw [div_pow, one_pow, Real.sq_sqrt hr.le, one_div, inv_mul_cancel₀ hr.ne']
  -- the interior point is farther from the origin than the corner
  have hlt : pot ξ η < pot x y := by
    unfold pot
    apply one_div_lt_one_div_of_lt (Real.sqrt_pos.2 (by positivity))
    apply Real.sqrt_lt_sqrt (by positivity)
    nlinarith [hξ.1, hη.1]
  have hcube : pot ξ η ^ 3 < pot x y ^ 3 := pow_lt_pow_left₀ hlt hp.le (by norm_num)
  -- the inequality 2 ξ η ≤ ξ² + η², written with its remainder
  have hgap : 3 / 2 * pot ξ η ^ 3 - 3 * ξ * η * pot ξ η ^ 5
      = 3 / 2 * pot ξ η ^ 5 * (ξ - η) ^ 2 := by
    linear_combination (-(3 / 2) * pot ξ η ^ 3) * hunit
  have hnn : 0 ≤ 3 / 2 * pot ξ η ^ 5 * (ξ - η) ^ 2 := by positivity
  rw [h]
  refine ⟨by positivity, ?_⟩
  calc a * b * (3 * ξ * η * pot ξ η ^ 5) < a * b * (3 / 2 * pot x y ^ 3) :=
        mul_lt_mul_of_pos_left (by linarith) (mul_pos ha hb)
    _ = 3 / 2 * (a * b) * pot x y ^ 3 := by ring
```

Q: Try it on the smallest case.

A: Take the unit block at $(1,1)$. Its potential is $1/\sqrt2-2/\sqrt5+1/\sqrt8\approx0.166$, and the bound is $\tfrac32\cdot 2^{-3/2}\approx0.530$. This block is also the whole 2 × 2 rectangle, the first nonempty sum your script forms.

Q: Now the lattice. An inverse cube in two dimensions converges by comparison with an integral. Is that the argument?

A: A product does the job with less geometry. Since $x^2+y^2\ge 2xy\ge xy$ for positive $x,y$,
$$f(x,y)^3\le\frac{1}{(xy)^{3/2}}=x^{-3/2}\,y^{-3/2}.$$
The lemma proves this by rewriting each power $z^{3/2}$ as $(\sqrt z)^3$ and comparing the square roots.

```lean
/-- In the open first quadrant the inverse cube of the distance to the origin is at most
`x ^ (-3/2) * y ^ (-3/2)`. -/
theorem pot_cube_le {x y : ℝ} (hx : 0 < x) (hy : 0 < y) :
    pot x y ^ 3 ≤ (x ^ (3 / 2 : ℝ))⁻¹ * (y ^ (3 / 2 : ℝ))⁻¹ := by
  have e : ∀ z : ℝ, 0 < z → z ^ (3 / 2 : ℝ) = √z ^ 3 := by
    intro z hz
    rw [Real.sqrt_eq_rpow, ← Real.rpow_natCast, ← Real.rpow_mul hz.le]
    norm_num
  rw [e x hx, e y hy, ← mul_inv, ← mul_pow, ← Real.sqrt_mul hx.le, pot, div_pow, one_pow, one_div]
  apply inv_anti₀ (pow_pos (Real.sqrt_pos.2 (mul_pos hx hy)) 3)
  exact pow_le_pow_left₀ (Real.sqrt_nonneg _)
    (Real.sqrt_le_sqrt (by nlinarith [sq_nonneg (x - y), mul_pos hx hy])) 3
```

Number the blocks by pairs $p=(p_1,p_2)$ of natural numbers starting at zero, with corners $(p_1+1,p_2+1)$. Their potentials are at most
$$\tfrac32\,(p_1+1)^{-3/2}(p_2+1)^{-3/2}.$$
The series $\sum_n(n+1)^{-3/2}$ converges because $3/2>1$. The product of two such nonnegative series is summable over all pairs, and comparison finishes the argument. In the proof, `hu` is the single series and `hprod` the double one.

```lean
/-- The potentials of the unit neutral blocks with corners `(i, j)`, `i, j ≥ 1`, on the square
lattice form a summable family; the indices here are `i - 1` and `j - 1`. -/
theorem summable_plaquette :
    Summable (fun p : ℕ × ℕ => plaquette 1 1 ((p.1 : ℝ) + 1) ((p.2 : ℝ) + 1)) := by
  have hu : Summable (fun n : ℕ => (((n : ℝ) + 1) ^ (3 / 2 : ℝ))⁻¹) := by
    have h := (summable_nat_add_iff 1).2
      (Real.summable_nat_rpow_inv.2 (by norm_num : (1 : ℝ) < 3 / 2))
    simpa only [Nat.cast_add, Nat.cast_one] using h
  have h0 : ∀ n : ℕ, 0 ≤ (((n : ℝ) + 1) ^ (3 / 2 : ℝ))⁻¹ := fun n => by positivity
  have hprod := hu.mul_of_nonneg hu h0 h0
  refine Summable.of_nonneg_of_le (fun p => ?_) (fun p => ?_) (hprod.mul_left (3 / 2))
  · exact (plaquette_bounds one_pos one_pos (by positivity) (by positivity)).1.le
  · have hx : (0 : ℝ) < (p.1 : ℝ) + 1 := by positivity
    have hy : (0 : ℝ) < (p.2 : ℝ) + 1 := by positivity
    have h1 := (plaquette_bounds one_pos one_pos hx hy).2
    have h2 := pot_cube_le hx hy
    linarith
```

Q: I object to that family. Blocks at $(1,1)$ and $(2,1)$ share two ions, and both have a positive nearest corner. That is not a crystal.

A: Correct, and the theorem doesn't say it is. It says that the block potentials form a summable family, which for real numbers means absolute convergence, independent of the order of the blocks. The crystal uses only the blocks whose corners have two odd coordinates, $(2p_1+1,2p_2+1)$. These are disjoint, they fill the quadrant, and the alternating charges give each of them a positive nearest corner.

Q: Show me that the signs really come out that way.

A: The ion at site $(i+1,j+1)$, with $i,j$ natural numbers starting at zero, carries charge $(-1)^{i+j}$. A rectangle of $2M\times2N$ ions has $i<2M$ and $j<2N$. Split both indices into an even one and its successor:
$$i\in\{2p_1,\,2p_1+1\},\qquad j\in\{2p_2,\,2p_2+1\}.$$
The four signs are $+1$ when both are even, $-1$ when exactly one is odd, and $+1$ when both are odd. That is the block pattern at corner $(2p_1+1,2p_2+1)$, so
$$\sum_{i<2M}\sum_{j<2N}(-1)^{i+j}f(i+1,j+1)=\sum_{p_1<M}\sum_{p_2<N}D_p,$$
where $D_p$ is the potential of that unit block. If $M$ or $N$ is zero, both sides vanish.

The pairing along one axis is a short induction:

```lean
/-- A sum over an even number of consecutive sites can be taken pair by pair. -/
theorem sum_pairs (g : ℕ → ℝ) (M : ℕ) :
    ∑ i ∈ range (2 * M), g i = ∑ i ∈ range M, (g (2 * i) + g (2 * i + 1)) := by
  induction M with
  | zero => simp
  | succ M ih =>
    rw [show 2 * (M + 1) = 2 * M + 1 + 1 by ring, sum_range_succ, sum_range_succ, ih,
      sum_range_succ]
    ring
```

Applying it in both directions gives the identity, with `h1` to `h4` supplying the four signs:

```lean
/-- The potential of a rectangle of `2M × 2N` alternating ions, with a positive ion at its corner
`(1, 1)`, is the sum of the potentials of the `M × N` disjoint neutral blocks that tile it. -/
theorem rectangle_eq_sum_plaquette (M N : ℕ) :
    ∑ i ∈ range (2 * M), ∑ j ∈ range (2 * N),
        (-1 : ℝ) ^ (i + j) * pot ((i : ℝ) + 1) ((j : ℝ) + 1)
      = ∑ p ∈ range M ×ˢ range N, plaquette 1 1 (2 * (p.1 : ℝ) + 1) (2 * (p.2 : ℝ) + 1) := by
  rw [sum_pairs, sum_product]
  refine sum_congr rfl fun i _ => ?_
  rw [sum_pairs, sum_pairs, ← sum_add_distrib]
  refine sum_congr rfl fun j _ => ?_
  -- the four charges of one block
  have h1 : (-1 : ℝ) ^ (2 * i + 2 * j) = 1 := Even.neg_one_pow ⟨i + j, by ring⟩
  have h2 : (-1 : ℝ) ^ (2 * i + (2 * j + 1)) = -1 := Odd.neg_one_pow ⟨i + j, by ring⟩
  have h3 : (-1 : ℝ) ^ (2 * i + 1 + 2 * j) = -1 := Odd.neg_one_pow ⟨i + j, by ring⟩
  have h4 : (-1 : ℝ) ^ (2 * i + 1 + (2 * j + 1)) = 1 := Even.neg_one_pow ⟨i + j + 1, by ring⟩
  rw [h1, h2, h3, h4]
  simp only [plaquette, Nat.cast_add, Nat.cast_mul, Nat.cast_ofNat, Nat.cast_one]
  ring
```

Q: So my code doesn't need to build blocks at all?

A: No. For each finite rectangle with even sides, the plain double loop over ions has the same mathematical value as the loop over blocks. The blocks are what let you control the part you left out. Every omitted block is positive, so the truncated sum lies below the limit, and adding the bounds $\tfrac32 f^3$ over the omitted blocks limits the error. Don't judge that error by the last change in the sum. For a large square of side $L$, the omitted blocks add up to an amount of order $1/L$, while one more layer of blocks changes the sum only by an amount of order $1/L^2$. Digits can therefore settle well before they are right. These two rates follow from $D\approx 3xy/r^5$ far from the origin, where $(x,y)$ is now the centre of the unit block and $r$ the distance of that centre; they are not among the Lean theorems.

Q: And the limit itself? I may grow one side much faster than the other.

A: That is allowed. In `tendsto_rectangle`, the filter `atTop` on pairs of natural numbers means that both $M$ and $N$ eventually exceed any chosen values, with no relation between them. The limit is the sum of $D_p$ over all pairs $p$. Lean's infinite sum would default to zero for a non-summable family, but `hs` establishes summability here.

The argument has three parts. The disjoint blocks are a subfamily of the summable family, because $p\mapsto(2p_1,2p_2)$ is injective (`hinj`). The growing index boxes eventually contain any finite set of blocks (`hbox`). The finite identity then carries the convergence of the block sums over to the ion sums.

```lean
/-- As `M` and `N` grow independently, the potential at the origin of `2M × 2N` alternating ions
filling the first quadrant from `(1, 1)` converges to the sum over disjoint neutral blocks. -/
theorem tendsto_rectangle :
    Tendsto (fun q : ℕ × ℕ => ∑ i ∈ range (2 * q.1), ∑ j ∈ range (2 * q.2),
        (-1 : ℝ) ^ (i + j) * pot ((i : ℝ) + 1) ((j : ℝ) + 1)) atTop
      (𝓝 (∑' p : ℕ × ℕ, plaquette 1 1 (2 * (p.1 : ℝ) + 1) (2 * (p.2 : ℝ) + 1))) := by
  -- the disjoint blocks are a subfamily of all blocks
  have hinj : Function.Injective (fun p : ℕ × ℕ => (2 * p.1, 2 * p.2)) := by
    intro p q h
    have h' := Prod.mk.inj h
    exact Prod.ext (by omega) (by omega)
  have hs : Summable (fun p : ℕ × ℕ =>
      plaquette 1 1 (2 * (p.1 : ℝ) + 1) (2 * (p.2 : ℝ) + 1)) := by
    simpa only [Function.comp_def, Nat.cast_mul, Nat.cast_ofNat] using
      summable_plaquette.comp_injective hinj
  -- growing rectangles exhaust the quadrant
  have hbox : Tendsto (fun q : ℕ × ℕ => range q.1 ×ˢ range q.2) atTop atTop := by
    apply tendsto_atTop_finset_of_monotone
    · intro p q h
      exact product_subset_product (range_mono h.1) (range_mono h.2)
    · intro p
      exact ⟨(p.1 + 1, p.2 + 1), by simp⟩
  simp only [rectangle_eq_sum_plaquette]
  exact hs.hasSum.comp hbox

end

end NeutralPlaquettes
```

```lean
#print axioms NeutralPlaquettes.tendsto_rectangle
```

```
'NeutralPlaquettes.tendsto_rectangle' depends on axioms: [propext, Classical.choice, Quot.sound]
```

Q: Then have I computed the Madelung constant of rock salt?

A: No. You have one open quadrant of a single planar layer. For the potential at an ion of the full layer, your code multiplies the quadrant sum by four and adds the four half-axes. With a positive ion at the origin, each half-axis gives $-1+\tfrac12-\tfrac13+\cdots=-\ln2$, so the total is $4S-4\ln2$, where $S$ is the quadrant limit. That assembly is ordinary algebra added here, and the Lean theorems stop at $S$.

The three-dimensional crystal needs its own argument; grouping its ions into neutral cells in space is one route.

Q: What if I sum over growing discs instead of rectangles?

A: The theorem doesn't cover that. A large disc cuts through blocks at its edge and leaves some of them incomplete. Absolute convergence belongs to the blocks; the individual terms $1/r$ are not absolutely summable over the quadrant. The convergence theorem is also stated only for rectangles with an even number of ions on each side, as in your script.

Q: And the physics inside the ions?

A: There is none. They are fixed point charges of equal magnitude on a perfect lattice, with no polarisation, thermal motion or short-range repulsion. Within that model, you may stop your loop at a large rectangle and treat what remains as a truncation error that tends to zero.
